# Equilibrium volume and bulk modulus of an energy cubic in V^(-2/3)

Once total energies have been computed at a series of cell volumes and fitted by a cubic in V^(-2/3), the equilibrium volume and the bulk modulus are read off from the fitted coefficients. The third-order Birch–Murnaghan energy has this form, and because the coefficients enter linearly they can be found by ordinary least squares. What remains is to solve a quadratic, choose one of its roots and evaluate a second derivative.

The fitted energy is

E(V) = a + b s + c s² + d s³, with s = V^(-2/3) and V > 0.

Here s is a variable of inverse squared length, not an entropy. Suppose that d ≠ 0, that c² > 3bd, and that

s₀ = (-c + √(c² - 3bd)) / (3d)

is positive. Then V₀ = s₀^(-3/2) is a strict local minimizer of E, no other positive volume is a local minimizer, and the bulk modulus at V₀ is

B₀ = V₀ E''(V₀) = (8/9) s₀^(7/2) √(c² - 3bd).

Each condition has a simple reading. With d = 0 the energy is only quadratic in s, the second-order Birch–Murnaghan form, and the formula for s₀ loses its meaning. The condition c² > 3bd says that the cubic, taken over all real s, has two distinct stationary points, and s₀ > 0 says that the selected one belongs to an actual volume.

All of this concerns the fitted curve. That the curve reproduces the computed energies near V₀, closely enough for its curvature to be trusted, is a matter for the data and the fit.

```lean
import Mathlib

open Filter Topology

namespace CubicEnergyFit

noncomputable section
```

## The energy curve and its equilibrium quantities

The fit variable is a real power of the volume. Volumes, energies and coefficients are plain real numbers, so units have to be kept consistent by the user.

```lean
/-- The fit variable `s = V^(-2/3)`, for volumes `V > 0`. -/
def sVar (V : ℝ) : ℝ := V ^ (-(2 / 3) : ℝ)
```

The energy takes the four coefficients first and the volume last, so `energy a b c d` is the curve E as a function of V.

```lean
/-- The energy fit `E(V) = a + b s + c s² + d s³` with `s = V^(-2/3)`, for `V > 0`. -/
def energy (a b c d V : ℝ) : ℝ :=
  a + b * sVar V + c * sVar V ^ 2 + d * sVar V ^ 3
```

The stationary points in s solve a quadratic,

b + 2cs + 3ds² = 0, so s = (-c ± √(c² - 3bd)) / (3d).

The name `sEq` stands for s₀, the root with the plus sign. The same sign is used whether d is positive or negative.

```lean
/-- The root `s₀ = (-c + √(c² - 3bd)) / (3d)`, for `d ≠ 0` and `c² ≥ 3bd`. -/
def sEq (b c d : ℝ) : ℝ := (-c + √(c ^ 2 - 3 * b * d)) / (3 * d)
```

Inverting s = V^(-2/3) gives V₀ = s₀^(-3/2), called `volEq`.

```lean
/-- The equilibrium volume `V₀ = s₀^(-3/2)`, for `d ≠ 0`, `c² > 3bd` and `s₀ > 0`. -/
def volEq (b c d : ℝ) : ℝ := sEq b c d ^ (-(3 / 2) : ℝ)
```

With the static pressure P = -dE/dV, the bulk modulus is

B = -V dP/dV = V E''(V).

The definition uses the derivative of the derivative. Lean's `deriv` returns zero where a function is not differentiable, so the existence of E'' at equilibrium is proved below before its value is used.

```lean
/-- The static bulk modulus `V E''(V)` of an energy curve that is twice differentiable at `V`. -/
def bulkModulus (E : ℝ → ℝ) (V : ℝ) : ℝ := V * deriv (deriv E) V
```

## Slopes in volume

The exponent -2/3 is negative, so compression raises s:

0 < V < W implies s(W) < s(V).

This makes different positive volumes have different s, and it tells us which way to move the volume in order to raise or lower s.

```lean
/-- At positive volume, `s = V^(-2/3)` strictly decreases as the volume grows. -/
theorem sVar_lt {V W : ℝ} (hV : 0 < V) (h : V < W) : sVar W < sVar V :=
  Real.rpow_lt_rpow_of_neg hV h (by norm_num)
```

The power rule gives

ds/dV = -(2/3) V^(-5/3).

`HasDerivAt` states both that the derivative exists and what it equals.

```lean
/-- At positive volume, `ds/dV = -(2/3) V^(-5/3)`. -/
theorem hasDerivAt_sVar {V : ℝ} (hV : 0 < V) :
    HasDerivAt sVar (-(2 / 3) * V ^ (-(5 / 3) : ℝ)) V := by
  have h := Real.hasDerivAt_rpow_const (x := V) (p := -(2 / 3)) (Or.inl hV.ne')
  have e : (-(2 / 3) : ℝ) - 1 = -(5 / 3) := by norm_num
  rw [e] at h
  exact h
```

By the chain rule,

E'(V) = (b + 2cs + 3ds²) · (-(2/3) V^(-5/3)).

The second factor is never zero at positive volume, so E is stationary exactly where the first factor vanishes. The proof differentiates the four terms separately and lets `ring` collect them.

```lean
/-- At positive volume, `E'(V) = (b + 2cs + 3ds²) · (-(2/3) V^(-5/3))`. -/
theorem hasDerivAt_energy (a b c d : ℝ) {V : ℝ} (hV : 0 < V) :
    HasDerivAt (energy a b c d)
      ((b + 2 * c * sVar V + 3 * d * sVar V ^ 2) * (-(2 / 3) * V ^ (-(5 / 3) : ℝ))) V := by
  have h := hasDerivAt_sVar hV
  have h' := (((h.const_mul b).const_add a).fun_add ((h.fun_pow 2).const_mul c)).fun_add
    ((h.fun_pow 3).const_mul d)
  exact h'.congr_deriv (by norm_num; ring)
```

Write E' = P G, where now P = b + 2cs + 3ds² and G = ds/dV. The product rule gives

E'' = (2c + 6ds) G² + P G'.

At a stationary volume P = 0, and what is left is

E'' = (2c + 6ds) · (4/9) (V^(-5/3))² = (8/9) (c + 3ds) (V^(-5/3))².

In the code the stationarity condition is the hypothesis `hst`, and `linear_combination` uses it to remove the term P G'. The last lines replace the product P G by `deriv (energy a b c d)`, which is allowed because the two agree at all positive volumes, hence in a neighbourhood of V.

```lean
/-- At a positive volume where `b + 2cs + 3ds² = 0`, the second derivative of the energy is
`(8/9) (c + 3ds) (V^(-5/3))²`. -/
theorem hasDerivAt_deriv_energy (a b c d : ℝ) {V : ℝ} (hV : 0 < V)
    (hst : b + 2 * c * sVar V + 3 * d * sVar V ^ 2 = 0) :
    HasDerivAt (deriv (energy a b c d))
      (8 / 9 * (c + 3 * d * sVar V) * (V ^ (-(5 / 3) : ℝ)) ^ 2) V := by
  have h := hasDerivAt_sVar hV
  have hP : HasDerivAt (fun W => b + 2 * c * sVar W + 3 * d * sVar W ^ 2)
      ((2 * c + 6 * d * sVar V) * (-(2 / 3) * V ^ (-(5 / 3) : ℝ))) V :=
    (((h.const_mul (2 * c)).const_add b).fun_add
      ((h.fun_pow 2).const_mul (3 * d))).congr_deriv (by norm_num; ring)
  have hG := (Real.hasDerivAt_rpow_const (x := V) (p := -(5 / 3))
    (Or.inl hV.ne')).const_mul (-(2 / 3))
  -- the product rule; the term carrying the first derivative vanishes
  have hPG := (hP.fun_mul hG).congr_deriv
    (g' := 8 / 9 * (c + 3 * d * sVar V) * (V ^ (-(5 / 3) : ℝ)) ^ 2)
    (by linear_combination (-(2 / 3) * (-(5 / 3) * V ^ (-(5 / 3) - 1 : ℝ))) * hst)
  refine hPG.congr_of_eventuallyEq ?_
  filter_upwards [lt_mem_nhds hV] with W hW
  exact (hasDerivAt_energy a b c d hW).deriv
```

## The energy difference from a stationary volume

Let V be stationary, s = s(V), and Δs = s(W) - s(V) for another volume W. Expanding the cubic about s gives

E(W) - E(V) = Δs (b + 2cs + 3ds²) + Δs² (c + 3ds) + d Δs³.

The first term vanishes, so

E(W) - E(V) = Δs² ((c + 3ds) + d Δs).

This is an identity, with no remainder. For small Δs the sign of the difference is that of c + 3ds, and if c + 3ds is zero the cubic term decides.

```lean
/-- If `b + 2cs + 3ds² = 0` at `V`, the energy difference to any `W` is
`(Δs)² ((c + 3ds) + d Δs)`, where `Δs = s(W) - s(V)`. -/
theorem energy_sub (a b c d : ℝ) {V : ℝ}
    (hst : b + 2 * c * sVar V + 3 * d * sVar V ^ 2 = 0) (W : ℝ) :
    energy a b c d W - energy a b c d V =
      (sVar W - sVar V) ^ 2 * (c + 3 * d * sVar V + d * (sVar W - sVar V)) := by
  unfold energy
  linear_combination (sVar W - sVar V) * hst
```

## Which root can be a minimum

Let d ≠ 0, and let V > 0 be any local minimizer, strict or not. It is stationary, so the identity above applies. Suppose that c + 3ds ≤ 0. Moving to a nearby volume with d Δs < 0 makes the bracket negative, and the energy drops. For d < 0 this means Δs > 0, a slight compression; for d > 0 it means Δs < 0, a slight expansion. Either way V would not be a minimizer, so

c + 3ds > 0.

Stationarity also gives

(c + 3ds)² = c² + 3d (2cs + 3ds²) = c² - 3bd.

The left side is positive, hence c² > 3bd. Taking the positive square root,

c + 3ds = √(c² - 3bd), so s = s₀.

`IsLocalMin` is the non-strict notion, which allows equal energies nearby. In the proof, `hst` is stationarity and `hr` is the inequality c + 3ds > 0. Inside `hr`, `key` says that no volume with energy at least E(V) can have d Δs < 0. The two cases on the sign of d then take a volume just below or just above V, through the one-sided neighbourhoods `𝓝[<] V` and `𝓝[>] V`, and contradict `key`.

```lean
/-- For `d ≠ 0`, a local minimum of the energy at a positive volume `V` forces `c² > 3bd` and
`V^(-2/3) = s₀`. -/
theorem sVar_eq_of_isLocalMin {a b c d V : ℝ} (hd : d ≠ 0) (hV : 0 < V)
    (hmin : IsLocalMin (energy a b c d) V) :
    3 * b * d < c ^ 2 ∧ sVar V = sEq b c d := by
  have hst : b + 2 * c * sVar V + 3 * d * sVar V ^ 2 = 0 := by
    have h0 := hmin.hasDerivAt_eq_zero (hasDerivAt_energy a b c d hV)
    have hp : 0 < V ^ (-(5 / 3) : ℝ) := Real.rpow_pos_of_pos hV _
    exact (mul_eq_zero.mp h0).resolve_right (mul_ne_zero (by norm_num) hp.ne')
  have hr : 0 < c + 3 * d * sVar V := by
    by_contra hcon
    have hle := not_lt.mp hcon
    -- otherwise the energy drops on the side where `d Δs < 0`
    have key : ∀ W, energy a b c d V ≤ energy a b c d W →
        ¬ d * (sVar W - sVar V) < 0 := by
      intro W hW hlt
      have hne : sVar W - sVar V ≠ 0 := by
        intro h0
        rw [h0, mul_zero] at hlt
        exact lt_irrefl _ hlt
      have hsq : 0 < (sVar W - sVar V) ^ 2 :=
        lt_of_le_of_ne (sq_nonneg _) (pow_ne_zero 2 hne).symm
      have h1 := energy_sub a b c d hst W
      have h2 := mul_neg_of_pos_of_neg hsq (add_neg_of_nonpos_of_neg hle hlt)
      linarith
    have hm : ∀ᶠ W in 𝓝 V, energy a b c d V ≤ energy a b c d W := hmin
    rcases lt_or_gt_of_ne hd with hneg | hpos
    · obtain ⟨W, ⟨hW, hWp⟩, hWV⟩ :=
        (((hm.and (lt_mem_nhds hV)).filter_mono nhdsWithin_le_nhds).and
          (eventually_mem_nhdsWithin : ∀ᶠ W in 𝓝[<] V, W ∈ Set.Iio V)).exists
      exact key W hW (mul_neg_of_neg_of_pos hneg (sub_pos.mpr (sVar_lt hWp hWV)))
    · obtain ⟨W, hW, hWV⟩ := ((hm.filter_mono nhdsWithin_le_nhds).and
          (eventually_mem_nhdsWithin : ∀ᶠ W in 𝓝[>] V, W ∈ Set.Ioi V)).exists
      exact key W hW (mul_neg_of_pos_of_neg hpos (sub_neg.mpr (sVar_lt hV hWV)))
  have hsq : c ^ 2 - 3 * b * d = (c + 3 * d * sVar V) ^ 2 := by
    linear_combination (-(3 * d)) * hst
  refine ⟨?_, ?_⟩
  · have := pow_pos hr 2
    linarith
  · rw [sEq, hsq, Real.sqrt_sq hr.le, eq_div_iff (mul_ne_zero three_ne_zero hd)]
    ring
```

## The equilibrium and its stiffness

Now assume d ≠ 0, c² > 3bd and s₀ > 0, and write R = √(c² - 3bd) > 0. Since s(V₀) = s₀, the definition of s₀ gives

c + 3d s₀ = R.

The volume V₀ is stationary because

3d (b + 2c s₀ + 3d s₀²) = (c + 3d s₀)² - (c² - 3bd) = R² - R² = 0,

and 3d can be divided out. The energy difference from V₀ is therefore

E(V) - E(V₀) = Δs² (R + d Δs), with Δs = s(V) - s₀.

By continuity R + d Δs stays positive near V₀, and Δs ≠ 0 for every other positive volume. The minimum is strict. It is also the only one, since any local minimizer at positive volume has s = s₀ by the previous result, and s determines V.

For the bulk modulus, the powers combine as

V₀^(-5/3) = s₀^(5/2) and V₀ (s₀^(5/2))² = s₀^(-3/2) s₀⁵ = s₀^(7/2).

Inserting these and c + 3d s₀ = R into the second derivative gives

B₀ = V₀ · (8/9) R (s₀^(5/2))² = (8/9) s₀^(7/2) √(c² - 3bd).

The theorem `equilibrium` states four things together: V₀ is positive; E(V₀) < E(V) for all V ≠ V₀ close enough to V₀, which is how `∀ᶠ V in 𝓝[≠] volEq b c d` reads; every local minimizer at positive volume equals V₀; and the bulk modulus has the stated value. In the proof, `hk` is c + 3d s₀ = R, `hst` is stationarity, `inj` recovers the volume from s, and `e1` and `e2` are the two power identities.

The minimum is local. For d < 0, for instance, the cubic term sends the energy to minus infinity under extreme compression, so the fit should be used only near the sampled volumes.

```lean
/-- Let `d ≠ 0`, `c² > 3bd` and `s₀ > 0`. Then `V₀ = s₀^(-3/2)` is a strict local minimizer of
the energy, it is the only local minimizer at positive volume, and the bulk modulus there is
`(8/9) s₀^(7/2) √(c² - 3bd)`. -/
theorem equilibrium (a : ℝ) {b c d : ℝ} (hd : d ≠ 0) (hD : 3 * b * d < c ^ 2)
    (hs : 0 < sEq b c d) :
    0 < volEq b c d ∧
    (∀ᶠ V in 𝓝[≠] volEq b c d, energy a b c d (volEq b c d) < energy a b c d V) ∧
    (∀ V, 0 < V → IsLocalMin (energy a b c d) V → V = volEq b c d) ∧
    bulkModulus (energy a b c d) (volEq b c d) =
      8 / 9 * sEq b c d ^ (7 / 2 : ℝ) * √(c ^ 2 - 3 * b * d) := by
  have hV : 0 < volEq b c d := Real.rpow_pos_of_pos hs _
  have hsV : sVar (volEq b c d) = sEq b c d := by
    rw [sVar, volEq, ← Real.rpow_mul hs.le]
    norm_num
  have inj : ∀ W, 0 < W → sVar W = sVar (volEq b c d) → W = volEq b c d := by
    intro W hW h
    rcases lt_trichotomy W (volEq b c d) with h1 | h1 | h1
    · exact absurd h (sVar_lt hW h1).ne'
    · exact h1
    · exact absurd h (sVar_lt hV h1).ne
  have h3 : 3 * d ≠ 0 := mul_ne_zero three_ne_zero hd
  have hroot : sEq b c d * (3 * d) = -c + √(c ^ 2 - 3 * b * d) := (eq_div_iff h3).mp rfl
  have hR : √(c ^ 2 - 3 * b * d) ^ 2 = c ^ 2 - 3 * b * d := Real.sq_sqrt (by linarith)
  have hRpos : 0 < √(c ^ 2 - 3 * b * d) := Real.sqrt_pos.mpr (by linarith)
  have hk : c + 3 * d * sVar (volEq b c d) = √(c ^ 2 - 3 * b * d) := by
    rw [hsV]
    linear_combination hroot
  have hst : b + 2 * c * sVar (volEq b c d) + 3 * d * sVar (volEq b c d) ^ 2 = 0 := by
    rw [hsV]
    apply mul_left_cancel₀ h3
    linear_combination hR + (c + 3 * d * sEq b c d + √(c ^ 2 - 3 * b * d)) * hroot
  refine ⟨hV, ?_, ?_, ?_⟩
  · -- near `V₀` the second factor of the energy difference stays positive
    have hc : ContinuousAt (fun W => c + 3 * d * sVar (volEq b c d)
        + d * (sVar W - sVar (volEq b c d))) (volEq b c d) :=
      continuousAt_const.add (continuousAt_const.mul
        ((hasDerivAt_sVar hV).continuousAt.sub continuousAt_const))
    have h0 : 0 < c + 3 * d * sVar (volEq b c d)
        + d * (sVar (volEq b c d) - sVar (volEq b c d)) := by
      rw [sub_self, mul_zero, add_zero, hk]
      exact hRpos
    have h1 := hc.tendsto.eventually (lt_mem_nhds h0)
    filter_upwards [h1.filter_mono nhdsWithin_le_nhds,
      (lt_mem_nhds hV).filter_mono nhdsWithin_le_nhds, self_mem_nhdsWithin] with W hW hWp hne
    have hs0 : sVar W - sVar (volEq b c d) ≠ 0 :=
      sub_ne_zero.mpr (fun h => hne (inj W hWp h))
    have hsq : 0 < (sVar W - sVar (volEq b c d)) ^ 2 :=
      lt_of_le_of_ne (sq_nonneg _) (pow_ne_zero 2 hs0).symm
    have h2 := energy_sub a b c d hst W
    have h4 := mul_pos hsq hW
    linarith
  · intro V hVp hmin
    exact inj V hVp ((sVar_eq_of_isLocalMin hd hVp hmin).2.trans hsV.symm)
  · -- collect the powers of `s₀`
    have e1 : volEq b c d ^ (-(5 / 3) : ℝ) = sEq b c d ^ (5 / 2 : ℝ) := by
      rw [volEq, ← Real.rpow_mul hs.le]
      norm_num
    have e2 : volEq b c d * (sEq b c d ^ (5 / 2 : ℝ)) ^ 2 = sEq b c d ^ (7 / 2 : ℝ) := by
      rw [volEq, sq, ← Real.rpow_add hs, ← Real.rpow_add hs]
      norm_num
    rw [bulkModulus, (hasDerivAt_deriv_energy a b c d hV hst).deriv, hk, e1, ← e2]
    ring
```

## When a fit has an equilibrium at all

The conditions on the coefficients are also necessary. For d ≠ 0,

E has a local minimum at some V > 0 ⇔ c² > 3bd and s₀ > 0.

From left to right, a local minimizer V forces c² > 3bd and s₀ = V^(-2/3), which is positive. From right to left, V₀ is the required volume, and the proof only has to weaken its strict minimum to the non-strict `IsLocalMin` by adding the point V₀ itself.

In an electronic-structure workflow this lets a script check two inequalities on the coefficients before it reports an equilibrium volume, for a static energy curve of this cubic form with d ≠ 0. If either inequality fails, the fitted curve has no equilibrium to report.

```lean
/-- For `d ≠ 0`, the fit has a local minimum at some positive volume exactly when `c² > 3bd`
and `s₀ > 0`. -/
theorem exists_isLocalMin_iff (a : ℝ) {b c d : ℝ} (hd : d ≠ 0) :
    (∃ V, 0 < V ∧ IsLocalMin (energy a b c d) V) ↔ 3 * b * d < c ^ 2 ∧ 0 < sEq b c d := by
  constructor
  · rintro ⟨V, hV, hmin⟩
    obtain ⟨hD, hs⟩ := sVar_eq_of_isLocalMin hd hV hmin
    exact ⟨hD, hs ▸ Real.rpow_pos_of_pos hV _⟩
  · rintro ⟨hD, hs⟩
    obtain ⟨hV, hstrict, -, -⟩ := equilibrium a hd hD hs
    refine ⟨volEq b c d, hV, ?_⟩
    have h := eventually_nhdsWithin_iff.mp hstrict
    show ∀ᶠ W in 𝓝 (volEq b c d), energy a b c d (volEq b c d) ≤ energy a b c d W
    filter_upwards [h] with W hW
    by_cases hWV : W = volEq b c d
    · rw [hWV]
    · exact (hW hWV).le

end

end CubicEnergyFit
```

```lean
#print axioms CubicEnergyFit.equilibrium
-- 'CubicEnergyFit.equilibrium' depends on axioms: [propext, Classical.choice, Quot.sound]
#print axioms CubicEnergyFit.exists_isLocalMin_iff
-- 'CubicEnergyFit.exists_isLocalMin_iff' depends on axioms: [propext, Classical.choice, Quot.sound]
```
